# For a magnetic period of an even number N of equally spaced sites, the fundamental amplitude of a collinear spin profile is at most 4/(N sin(π/N)) saturation moments

Take a magnet whose moments repeat as up, up, down, down along one direction, each at its saturation value. In units of that value, the profile is $S=(1,1,-1,-1)$, and its Fourier sum at the fundamental wave vector is

$$F=1\cdot 1+1\cdot(-i)+(-1)(-1)+(-1)(i)=2-2i .$$

The amplitude $(2/4)|F|$ is $\sqrt2$. Indeed $S(x)=\sqrt2\cos(\pi x/2-\pi/4)$: the crests of the sinusoid fall between the sites, so no moment exceeds saturation. No other profile with $|S(x)|\le1$ does better, because $F=(S_0-S_2)-i(S_1-S_3)$ and each bracket has modulus at most 2.

The physical question is how large a sinusoidal amplitude, inferred from the fundamental magnetic satellite in diffraction, can be when the moments are collinear and none exceeds saturation. For a period of $N$ equally spaced sites, with $N\ge4$ even, the answer is $4/(N\sin(\pi/N))$, attained by a square wave.

## The profile and its amplitude

The sites are $x=0,\dots,N-1$, the Fourier sum is $F=\sum_x S(x)e^{-2\pi i x/N}$, and the amplitude is $(2/N)|F|$.

```lean
import Mathlib

open scoped Real
open Finset

namespace SaturationAmplitude

noncomputable section

/-- The phase `2πx/N` of site `x` in a period of `N > 0` sites. -/
def phase (N x : ℕ) : ℝ := 2 * π * x / N

/-- The Fourier sum of a spin profile on `N` sites at the fundamental wave vector `2π/N`. -/
def fourierSum {N : ℕ} (S : Fin N → ℝ) : ℂ :=
  ∑ x : Fin N, (S x : ℂ) * Complex.exp (((-phase N x : ℝ) : ℂ) * Complex.I)

/-- The modulus of the Fourier sum times `2/N`. For `N ≥ 3` this is the amplitude of the fundamental
harmonic; for `N = 2` it is twice the usual amplitude. -/
def amplitude {N : ℕ} (S : Fin N → ℝ) : ℝ := 2 / (N : ℝ) * ‖fourierSum S‖

/-- The square wave: spin up on the first half of the period, spin down on the rest. -/
def squareWave (N : ℕ) (x : Fin N) : ℝ := if 2 * (x : ℕ) < N then 1 else -1
```

`Fin N` holds the sites of one period, and `S` is a moment component divided by the saturation moment, not a spin quantum number. For $N\ge3$ the factor $2/N$ gives $A\cos(2\pi x/N+\varphi)$ the amplitude $|A|$. At $N=2$ it gives the alternating profile $(1,-1)$ the value 2, twice its usual amplitude; the theorem still holds with this definition.

## A positive even number of sites

Physically, the magnetic period is commensurate and divides into two equal halves. Write $N=2M$ and $c=\pi/M=2\pi/N$. Then $M$ steps of angle $c$ make half a turn, $Mc=\pi$, and this is the form in which the lemmas use the hypothesis.

```lean
/-- If `M` steps of angle `c` make half a turn, then `M ≠ 0`, `c > 0` and `sin (c/2) > 0`. -/
theorem grid_facts {M : ℕ} {c : ℝ} (hc : M * c = π) :
    (M : ℝ) ≠ 0 ∧ 0 < c ∧ 0 < Real.sin (c / 2) := by
  have hM : M ≠ 0 := by
    intro h
    rw [h, Nat.cast_zero, zero_mul] at hc
    exact Real.pi_ne_zero hc.symm
  have h1 : (1 : ℝ) ≤ M := by exact_mod_cast Nat.one_le_iff_ne_zero.mpr hM
  have h0 : 0 < c := by
    by_contra h
    nlinarith [mul_nonneg (sub_nonneg.mpr h1) (neg_nonneg.mpr (not_lt.mp h)), Real.pi_pos]
  have h2 : c ≤ π := by nlinarith [mul_nonneg (sub_nonneg.mpr h1) h0.le]
  exact ⟨by positivity, h0,
    Real.sin_pos_of_pos_of_lt_pi (by linarith) (by linarith [Real.pi_pos])⟩

/-- If `M` steps of angle `c` make half a turn, site `x` of `2M` sites has phase `x c`. -/
theorem phase_eq {M : ℕ} {c : ℝ} (hc : M * c = π) (x : ℕ) : phase (2 * M) x = x * c := by
  have hM := (grid_facts hc).1
  rw [phase, ← hc]
  push_cast
  field_simp
```

`grid_facts` supplies the signs needed for division, and `phase_eq` rewrites the phase of site $x$ as $xc$.

For odd $N$, attainment can fail. At $N=3$ a profile of signs has $|F|=0$ or $2$, and $|F|$ is convex in $S$, so the largest amplitude is $4/3$, below the formula's value $8/(3\sqrt3)\approx1.54$. Positivity excludes the empty period $N=0$, where Lean's division by zero would turn the final inequality into $4/\pi<0$.

## One real component per site

A real $S$ describes a collinear structure. Write $F=|F|e^{i\varphi}$. Since $|F|$ is the real part of $e^{-i\varphi}F$ and $S$ is real,

$$|F|=\sum_x S(x)\cos(xc+\varphi).$$

```lean
/-- The modulus of the Fourier sum is the overlap of the profile with a cosine of
suitable phase. -/
theorem exists_phase {N : ℕ} (S : Fin N → ℝ) :
    ∃ φ : ℝ, ‖fourierSum S‖ = ∑ x : Fin N, S x * Real.cos (phase N x + φ) := by
  have hre : (fourierSum S).re = ∑ x : Fin N, S x * Real.cos (phase N x) := by
    rw [fourierSum, Complex.re_sum]
    refine sum_congr rfl fun x _ => ?_
    rw [Complex.re_ofReal_mul, Complex.exp_ofReal_mul_I_re, Real.cos_neg]
  have him : (fourierSum S).im = ∑ x : Fin N, S x * -Real.sin (phase N x) := by
    rw [fourierSum, Complex.im_sum]
    refine sum_congr rfl fun x _ => ?_
    rw [Complex.im_ofReal_mul, Complex.exp_ofReal_mul_I_im, Real.sin_neg]
  have h1 := Complex.norm_mul_cos_arg (fourierSum S)
  have h2 := Complex.norm_mul_sin_arg (fourierSum S)
  generalize Complex.arg (fourierSum S) = φ at h1 h2
  refine ⟨φ, ?_⟩
  have h3 : ‖fourierSum S‖ =
      (fourierSum S).re * Real.cos φ + (fourierSum S).im * Real.sin φ := by
    linear_combination Real.cos φ * h1 + Real.sin φ * h2
      - ‖fourierSum S‖ * Real.sin_sq_add_cos_sq φ
  rw [h3, hre, him, sum_mul, sum_mul, ← sum_add_distrib]
  refine sum_congr rfl fun x _ => ?_
  rw [Real.cos_add]
  ring
```

The proof computes the real and imaginary parts of $F$, takes $\varphi$ to be its argument, and recombines the terms with the addition formula for the cosine.

A helix is not covered. With period 6 and moments $(\cos(\pi x/3),\sin(\pi x/3))$, each of the two components has amplitude 1. With unpolarised neutrons and the scattering vector along the helix axis, the satellite intensity collects both components. Read as the satellite of a collinear transverse sinusoid, it gives the amplitude $\sqrt{1^2+1^2}=\sqrt2$, above the collinear bound $4/3$.

## No moment above saturation

The condition $|S(x)|\le1$ stands for a largest local moment, the same on every site. It enters once, to remove $S$ from the sum:

$$|F|\le\sum_{k=0}^{2M-1}|\cos(kc+\varphi)|=\sum_{k=0}^{2M-1}|\sin(a+kc)|,\qquad a=\varphi+\pi/2 .$$

The two halves of this sum are $G(a)$ and $G(a+\pi)$, where $G(a)=\sum_{k=0}^{M-1}|\sin(a+kc)|$. Replacing $a$ by $a+c$ drops $|\sin a|$ and adds $|\sin(a+\pi)|$, which is equal, so $G$ has period $c$. Move $a$ to some $y$ with $0\le y<c$. Every angle $y+kc$ then lies in $[0,\pi)$, and the sines are nonnegative. From

$$2\sin(c/2)\sin(y+kc)=\cos(y+kc-c/2)-\cos(y+kc+c/2)$$

the sum telescopes:

$$2\sin(c/2)\,G(a)=\cos(y-c/2)-\cos(y+\pi-c/2)=2\cos(y-c/2)\le2 .$$

```lean
/-- If `M` steps of angle `c` make half a turn, the sum of `|sin|` over these steps times
`sin (c/2)` is at most one, whatever the starting angle. -/
theorem sum_abs_sin_le {M : ℕ} {c : ℝ} (hc : M * c = π) (a : ℝ) :
    (∑ k ∈ range M, |Real.sin (a + k * c)|) * Real.sin (c / 2) ≤ 1 := by
  obtain ⟨-, hcpos, -⟩ := grid_facts hc
  -- shifting the start by one step only permutes the terms
  have hper : Function.Periodic (fun b : ℝ => ∑ k ∈ range M, |Real.sin (b + k * c)|) c := by
    intro b
    have h := (sum_range_succ' (fun k : ℕ => |Real.sin (b + k * c)|) M).symm.trans
      (sum_range_succ _ M)
    simp only [hc, Real.sin_add_pi, abs_neg, Nat.cast_zero, zero_mul, add_zero,
      add_left_inj] at h
    show ∑ k ∈ range M, |Real.sin (b + c + k * c)| = ∑ k ∈ range M, |Real.sin (b + k * c)|
    rw [← h]
    refine sum_congr rfl fun k _ => ?_
    rw [show b + c + k * c = b + ((k + 1 : ℕ) : ℝ) * c by push_cast; ring]
  obtain ⟨y, hy, hay⟩ := hper.exists_mem_Ico₀ hcpos a
  have hay' : ∑ k ∈ range M, |Real.sin (a + k * c)| =
      ∑ k ∈ range M, |Real.sin (y + k * c)| := hay
  -- starting in the first cell, every sine is nonnegative
  have hnn : ∑ k ∈ range M, |Real.sin (y + k * c)| = ∑ k ∈ range M, Real.sin (y + k * c) := by
    refine sum_congr rfl fun k hk => abs_of_nonneg ?_
    have hk' : (k : ℝ) + 1 ≤ M := by exact_mod_cast mem_range.mp hk
    have h5 := mul_le_mul_of_nonneg_right hk' hcpos.le
    have h6 : 0 ≤ (k : ℝ) * c := by positivity
    exact Real.sin_nonneg_of_nonneg_of_le_pi (by linarith [hy.1]) (by linarith [hy.2])
  -- the sum of sines telescopes
  have htel : ∀ n : ℕ, (∑ k ∈ range n, Real.sin (y + k * c)) * (2 * Real.sin (c / 2)) =
      Real.cos (y - c / 2) - Real.cos (y + n * c - c / 2) := by
    intro n
    induction n with
    | zero => simp
    | succ n ih =>
      rw [sum_range_succ, add_mul, ih,
        show y + ((n + 1 : ℕ) : ℝ) * c - c / 2 = (y + n * c) + c / 2 by push_cast; ring,
        Real.cos_sub (y + n * c), Real.cos_add (y + n * c)]
      ring
  have h7 := htel M
  rw [hc, show y + π - c / 2 = (y - c / 2) + π by ring, Real.cos_add_pi] at h7
  rw [hay', hnn]
  linarith [Real.cos_le_one (y - c / 2)]
```

Here `hper` is the periodicity, `hnn` removes the absolute values, and `htel` proves the telescoping by induction. Adding the two halves gives $|F|\sin(c/2)\le2$.

```lean
/-- On `2M` sites with phase step `c = π/M` and spins of length at most one, the modulus of
the Fourier sum times `sin (c/2)` is at most two. -/
theorem fourierSum_bound {M : ℕ} {c : ℝ} (hc : M * c = π) (S : Fin (2 * M) → ℝ)
    (hS : ∀ x, |S x| ≤ 1) : ‖fourierSum S‖ * Real.sin (c / 2) ≤ 2 := by
  obtain ⟨φ, hφ⟩ := exists_phase S
  have hle : ‖fourierSum S‖ ≤ ∑ k ∈ range (2 * M), |Real.sin (φ + π / 2 + k * c)| := by
    rw [hφ, ← Fin.sum_univ_eq_sum_range
      (fun k : ℕ => |Real.sin (φ + π / 2 + k * c)|) (2 * M)]
    refine sum_le_sum fun x _ => ?_
    have e : Real.sin (φ + π / 2 + ((x : ℕ) : ℝ) * c) =
        Real.cos (phase (2 * M) x + φ) := by
      rw [phase_eq hc, ← Real.sin_add_pi_div_two]
      congr 1
      ring
    rw [e]
    refine (le_abs_self _).trans ?_
    rw [abs_mul]
    exact (mul_le_mul_of_nonneg_right (hS x) (abs_nonneg _)).trans_eq (one_mul _)
  -- split the period into two half turns
  have hsplit : ∑ k ∈ range (2 * M), |Real.sin (φ + π / 2 + k * c)| =
      ∑ k ∈ range M, |Real.sin (φ + π / 2 + k * c)| +
      ∑ k ∈ range M, |Real.sin (φ + π / 2 + π + k * c)| := by
    rw [two_mul M, sum_range_add]
    congr 1
    refine sum_congr rfl fun k _ => ?_
    rw [show φ + π / 2 + ((M + k : ℕ) : ℝ) * c = φ + π / 2 + π + k * c by
      push_cast; linear_combination hc]
  have h := mul_le_mul_of_nonneg_right (hle.trans_eq hsplit) (grid_facts hc).2.2.le
  rw [add_mul] at h
  linarith [sum_abs_sin_le hc (φ + π / 2), sum_abs_sin_le hc (φ + π / 2 + π)]
```

In this lemma `hS` is used in the estimate `hle`, and `hsplit` divides the period. Multiplying $|F|\le2/\sin(\pi/N)$ by $2/N$ gives the stated bound.

One unrestricted site is enough to break it: $S=(2,1,-1,-1)$ has $F=3-2i$ and amplitude $\sqrt{13}/2\approx1.80>\sqrt2$.

## The square wave reaches the bound

Let $\omega=e^{-ic}$, a root of unity and not a frequency. Evenness gives $\omega^M=-1$, so the reversed second half contributes the same sum as the first:

$$F=\sum_{k=0}^{M-1}\omega^k-\sum_{k=0}^{M-1}\omega^{M+k}=2\sum_{k=0}^{M-1}\omega^k,\qquad (1-\omega)F=2(1-\omega^M)=4 .$$

Also $|1-\omega|^2=(1-\cos c)^2+\sin^2c=2-2\cos c=4\sin^2(c/2)$. Hence $|F|=2/\sin(c/2)$.

```lean
/-- On `2M` sites with phase step `c = π/M`, the modulus of the Fourier sum of the square
wave times `sin (c/2)` equals two. -/
theorem fourierSum_squareWave {M : ℕ} {c : ℝ} (hc : M * c = π) :
    ‖fourierSum (squareWave (2 * M))‖ * Real.sin (c / 2) = 2 := by
  obtain ⟨ω, hω⟩ : ∃ ω : ℂ, ω = Complex.exp (((-c : ℝ) : ℂ) * Complex.I) := ⟨_, rfl⟩
  have hωM : ω ^ M = -1 := by
    rw [hω, ← Complex.exp_nat_mul,
      show (M : ℂ) * (((-c : ℝ) : ℂ) * Complex.I) = -((π : ℂ) * Complex.I) by
        rw [← hc]; push_cast; ring,
      Complex.exp_neg, Complex.exp_pi_mul_I]
    norm_num
  have hterm : fourierSum (squareWave (2 * M)) =
      ∑ k ∈ range (2 * M), (if 2 * k < 2 * M then (1 : ℂ) else -1) * ω ^ k := by
    rw [← Fin.sum_univ_eq_sum_range
      (fun k : ℕ => (if 2 * k < 2 * M then (1 : ℂ) else -1) * ω ^ k) (2 * M), fourierSum]
    refine sum_congr rfl fun x _ => ?_
    have e : Complex.exp (((-phase (2 * M) x : ℝ) : ℂ) * Complex.I) = ω ^ (x : ℕ) := by
      rw [phase_eq hc, hω, ← Complex.exp_nat_mul]
      congr 1
      push_cast
      ring
    rw [e, squareWave]
    split_ifs <;> simp
  -- both halves of the period contribute the same geometric sum
  have hF : fourierSum (squareWave (2 * M)) = 2 * ∑ k ∈ range M, ω ^ k := by
    rw [hterm, two_mul M, sum_range_add, two_mul (∑ k ∈ range M, ω ^ k)]
    congr 1
    · refine sum_congr rfl fun k hk => ?_
      have := mem_range.mp hk
      rw [if_pos (by omega), one_mul]
    · refine sum_congr rfl fun k _ => ?_
      rw [if_neg (by omega), pow_add, hωM]
      ring
  have hprod : (1 - ω) * fourierSum (squareWave (2 * M)) = 4 := by
    have hg := mul_neg_geom_sum ω M
    rw [hωM] at hg
    rw [hF]
    linear_combination 2 * hg
  -- the chord between the phases 1 and ω
  have hchord : ‖1 - ω‖ = 2 * Real.sin (c / 2) := by
    have h2 := Real.cos_two_mul (c / 2)
    rw [show 2 * (c / 2) = c by ring] at h2
    refine (sq_eq_sq₀ (norm_nonneg _) (by linarith [(grid_facts hc).2.2])).mp ?_
    rw [hω, Complex.sq_norm, Complex.normSq_apply, Complex.sub_re, Complex.sub_im,
      Complex.exp_ofReal_mul_I_re, Complex.exp_ofReal_mul_I_im, Complex.one_re,
      Complex.one_im, Real.cos_neg, Real.sin_neg]
    linear_combination Real.sin_sq_add_cos_sq c - 2 * h2 - 4 * Real.sin_sq_add_cos_sq (c / 2)
  have hnorm := congrArg norm hprod
  have h4 : ‖(4 : ℂ)‖ = 4 := by simp
  rw [norm_mul, h4, hchord] at hnorm
  linear_combination hnorm / 2
```

`hF` is the equality of the halves, `hprod` the geometric sum, and `hchord` the length $|1-\omega|$, obtained by comparing squares.

## What the hypotheses give together

The theorem takes `Even N` and `0 < N` and returns four statements: the bound for every admissible profile, the admissibility of the square wave, its equality with the bound, and the strict inequality $4/\pi<4/(N\sin(\pi/N))$. The last follows from $\sin t<t$ at $t=\pi/N$.

```lean
/-- For a positive even period `N` and spins of length at most one, the value of `amplitude` is at
most `4/(N sin (π/N))`; the square wave attains this bound, which exceeds `4/π`. -/
theorem amplitude_bound_sharp {N : ℕ} (hN : Even N) (hpos : 0 < N) :
    (∀ S : Fin N → ℝ, (∀ x, |S x| ≤ 1) → amplitude S ≤ 4 / (N * Real.sin (π / N))) ∧
    (∀ x, |squareWave N x| ≤ 1) ∧
    amplitude (squareWave N) = 4 / (N * Real.sin (π / N)) ∧
    4 / π < 4 / (N * Real.sin (π / N)) := by
  obtain ⟨M, rfl⟩ := hN.two_dvd
  have hM : (M : ℝ) ≠ 0 := by exact_mod_cast (show M ≠ 0 by omega)
  have hN0 : (0 : ℝ) < ((2 * M : ℕ) : ℝ) := by exact_mod_cast hpos
  have hc : (M : ℝ) * (π / M) = π := by field_simp
  obtain ⟨-, hc0, hs⟩ := grid_facts hc
  rw [show π / ((2 * M : ℕ) : ℝ) = π / M / 2 by push_cast; ring]
  have hd := mul_pos hN0 hs
  have hscale : ∀ n s : ℝ,
      2 / ((2 * M : ℕ) : ℝ) * n * (((2 * M : ℕ) : ℝ) * s) = 2 * (n * s) := by
    intro n s
    have h := div_mul_cancel₀ (2 : ℝ) hN0.ne'
    linear_combination n * s * h
  refine ⟨fun S hS => ?_, fun x => ?_, ?_, ?_⟩
  · rw [amplitude, le_div_iff₀ hd, hscale]
    linarith [fourierSum_bound hc S hS]
  · rw [squareWave]
    split_ifs <;> simp
  · rw [amplitude, eq_div_iff hd.ne', hscale, fourierSum_squareWave hc]
    norm_num
  · rw [div_lt_div_iff₀ Real.pi_pos hd]
    have h1 := mul_lt_mul_of_pos_left (Real.sin_lt (half_pos hc0)) hN0
    have h2 : ((2 * M : ℕ) : ℝ) * (π / M / 2) = π := by
      push_cast
      linear_combination hc
    linarith
```

The proof sets $c=\pi/M$, clears denominators with `hscale`, and applies the two Fourier-sum lemmas. The opening example is the case $N=4$, with $\sin(\pi/4)=\sqrt2/2$.

```lean
/-- The up-up-down-down structure of unit spins has fundamental amplitude `√2`. -/
theorem amplitude_up_up_down_down : amplitude (squareWave 4) = √2 := by
  have h := (amplitude_bound_sharp (N := 4) (by decide) (by norm_num)).2.2.1
  have hs : √2 * √2 = (2 : ℝ) := Real.mul_self_sqrt (by norm_num)
  rw [h, Nat.cast_ofNat, Real.sin_pi_div_four, div_eq_iff (by positivity)]
  linear_combination (-2) * hs

end

end SaturationAmplitude
```

```lean
#print axioms SaturationAmplitude.amplitude_bound_sharp
#print axioms SaturationAmplitude.amplitude_up_up_down_down
```

```
'SaturationAmplitude.amplitude_bound_sharp' depends on axioms: [propext, Classical.choice, Quot.sound]
'SaturationAmplitude.amplitude_up_up_down_down' depends on axioms: [propext, Classical.choice, Quot.sound]
```

As $N\to\infty$, $N\sin(\pi/N)\to\pi$ and the bound falls to $4/\pi\approx1.27$, the first Fourier coefficient of a continuous square wave.

A fitted amplitude above the saturation moment therefore need not mean that any site exceeds it. The step from the model to an experiment is the identification of the fitted amplitude with `amplitude S`, which relies on the absolute scale, the magnetic form factor and the domain populations. In a collinear spin-density-wave calculation whose supercell is a row of an even number $N$ of equally spaced sites, with one moment per site and a common largest moment, the same number, in units of that moment, limits the fundamental amplitude $(2/N)|F|$ of the site moments.
